# Closed-form s-wave hydrogen orbitals on a uniform radial grid

A finite-difference radial solver can be tested on hydrogen by diagonalising its matrix and comparing the low eigenvalues with known energies. If the reference is the Bohr formula, the discrepancy mixes the error of the grid with any error in the program. For s states, the three-point difference and a uniform grid, the two can be separated, because the discretised equation itself has bound states in closed form.

Let $Z>0$ be the nuclear charge, $h>0$ the spacing and $n\ge 1$ an integer. In atomic units, with $r=jh$ and $u_j$ the reduced radial function ($r$ times the radial wavefunction), the grid equation is

$$-\frac{u_{j+1}-2u_j+u_{j-1}}{2h^2}-\frac{Z}{jh}\,u_j=E\,u_j,\qquad j\ge 1 .$$

Put $\kappa=Z/n$, $y=\kappa h$, $s=\sqrt{1+y^2}$ and $q=s-y$. Then $0<q<1$, and there is a real polynomial $p$ of exact degree $n$ with $p(0)=0$ such that $u_j=p(j)q^j$ is square-summable and solves the equation with

$$E=\frac{1-s}{h^2}>-\frac{Z^2}{2n^2},\qquad E\to-\frac{Z^2}{2n^2}\ \text{ as } h\to0^+ .$$

## Reduction to a terminating series

Since $y<s<1+y$, the ratio $q$ lies between 0 and 1. Since $s^2-y^2=1$, we have $1/q=s+y$, and therefore

$$2sq=1+q^2,\qquad 2yq=1-q^2 .$$

Multiply the grid equation by $-2h^2j$ and use $2h^2E=2-2s$:

$$j(u_{j+1}+u_{j-1})+2Zh\,u_j-2sj\,u_j=0 .$$

Insert $u_j=p(j)q^j$, divide by $q^{j-1}$, and use $Zh=ny$ with the two relations. Writing $x$ for $j$, this becomes

$$x\big[q^2(p(x+1)-p(x))-(p(x)-p(x-1))\big]+n(1-q^2)\,p(x)=0 .$$

Call the left side $(Lp)(x)$. The convenient basis is the rising factorials $(x)_k=x(x+1)\cdots(x+k-1)$, with $(x)_0=1$. For $k\ge1$,

$$x\big[(x+1)_k-(x)_k\big]=k\,(x)_k,$$
$$x\big[(x)_k-(x-1)_k\big]=kx\,(x)_{k-1}=k\,(x)_k-k(k-1)\,(x)_{k-1}.$$

The first line uses $x(x+1)_k=(x)_{k+1}=(x+k)(x)_k$. The second uses $(x)_k=(x+k-1)(x)_{k-1}$ and $(x-1)_k=(x-1)(x)_{k-1}$. Together they give

$$L(x)_k=(n-k)(1-q^2)\,(x)_k+k(k-1)\,(x)_{k-1}.$$

For $p=\sum_k c_k(x)_k$ with $c_0=0$ and $c_1=1$, the coefficient of $(x)_k$ in $Lp$ vanishes for $k\ge1$ if

$$c_{k+1}=-\frac{(n-k)(1-q^2)}{k(k+1)}\,c_k .$$

The factor $n-k$ ends the series at $k=n$. The coefficients $c_1,\dots,c_n$ are nonzero, so the degree is exactly $n$. Every term contains the factor $x$, so $p(0)=0$. The first two cases are

$$p(x)=x\quad(n=1),\qquad p(x)=x-\tfrac12(1-q^2)\,x(x+1)\quad(n=2).$$

The sum of $u_j^2=p(j)^2q^{2j}$ converges because $q^2<1$. For the energy, multiply numerator and denominator by $1+s$:

$$E=-\frac{\kappa^2}{1+\sqrt{1+\kappa^2h^2}} .$$

The denominator exceeds 2 for $h>0$ and tends to 2 as $h\to0^+$, which gives the bound and the limit.

## Use in a radial code

On points $j=1,\dots,N$ with $u_{N+1}$ set to zero, the matrix has diagonal entries $1/h^2-Z/(jh)$ and off-diagonal entries $-1/(2h^2)$. The closed-form orbital satisfies every row but the last, where it leaves the residual $u_{N+1}/(2h^2)$. The matrix is symmetric, so it has an eigenvalue within $|u_{N+1}|/(2h^2\|u\|)$ of $E$, with $\|u\|$ the Euclidean norm over the $N$ points. In a large box this is tiny, and the eigenvalue should agree with $E$ rather than with the Bohr value. For $Z=1$, $n=1$, $h=0.1$ the target is $-0.49876$ hartree, not $-0.5$.

The orbitals here are unnormalised. With the convention $h\sum_j u_j^2=1$, the $n=1$ orbital is $j\,q^j\sqrt{(1-q^2)^3/(h\,q^2(1+q^2))}$.

## The grid model in Lean

```lean
import Mathlib

open Polynomial Filter Topology

namespace DiscreteHydrogen

noncomputable section
```

The Hamiltonian acts on real sequences indexed by the natural numbers. It describes one electron with zero angular momentum around a point charge, on a grid without an outer wall.

```lean
/-- The s-wave radial Hamiltonian of a nuclear charge `Z` on the grid `r = j h`, with the
three-point second difference; its domain is `j ≥ 1` and `h ≠ 0`. -/
def radialHamiltonian (Z h : ℝ) (u : ℕ → ℝ) (j : ℕ) : ℝ :=
  -(u (j + 1) - 2 * u j + u (j - 1)) / (2 * h ^ 2) - Z * u j / (j * h)
```

The theorems use it only at $j\ge1$, where the division by $j$ and the natural-number subtraction `j - 1` have their ordinary meaning. At $j=1$ it reads $u_0$, which $p(0)=0$ sets to zero: this is the boundary condition at the nucleus.

The decay ratio and the energy take $\kappa$ as their argument; the orbitals use `Z / n` for it.

```lean
/-- The factor `q = √(1 + y²) - y`, with `y = κ h`, by which the exponential part of an orbital
changes from one grid point to the next. -/
def decayRatio (κ h : ℝ) : ℝ := √(1 + (κ * h) ^ 2) - κ * h

/-- The grid energy `E = (1 - √(1 + y²)) / h²` with `y = κ h`, for spacing `h ≠ 0`. -/
def energy (κ h : ℝ) : ℝ := (1 - √(1 + (κ * h) ^ 2)) / h ^ 2
```

The coefficients $c_k$ follow the recursion above, with its index shifted by one. Mathlib's `ascPochhammer ℝ k` is $(x)_k$ as a polynomial.

```lean
/-- The coefficients of the radial polynomial in rising factorials, by a two-term recursion. -/
def seriesCoeff (n : ℕ) (q : ℝ) : ℕ → ℝ
  | 0 => 0
  | 1 => 1
  | k + 2 => -((n : ℝ) - (k + 1)) * (1 - q ^ 2) / ((k + 1) * (k + 2)) * seriesCoeff n q (k + 1)

/-- The radial polynomial, the linear combination of the rising factorials
`x (x + 1) ⋯ (x + k - 1)`, `k ≤ n`, with coefficients `seriesCoeff n q k`. -/
def radialPolynomial (n : ℕ) (q : ℝ) : ℝ[X] :=
  ∑ k ∈ Finset.range (n + 1), C (seriesCoeff n q k) * ascPochhammer ℝ k

/-- The grid orbital `u_j = p(j) q^j` for charge `Z` and principal quantum number `n ≥ 1`. -/
def orbital (Z h : ℝ) (n : ℕ) (j : ℕ) : ℝ :=
  (radialPolynomial n (decayRatio (Z / n) h)).eval (j : ℝ) * decayRatio (Z / n) h ^ j
```

## The difference equation and the degree

The two relations for $q$ both reduce to $s^2=1+y^2$, and the bounds on $q$ come from comparing squares.

```lean
/-- The decay ratio satisfies `2 √(1 + y²) q = 1 + q²` and `2 y q = 1 - q²`, with `y = κ h`. -/
theorem decayRatio_relations (κ h : ℝ) :
    2 * √(1 + (κ * h) ^ 2) * decayRatio κ h = 1 + decayRatio κ h ^ 2 ∧
      2 * (κ * h) * decayRatio κ h = 1 - decayRatio κ h ^ 2 := by
  have hs : √(1 + (κ * h) ^ 2) ^ 2 = 1 + (κ * h) ^ 2 := Real.sq_sqrt (by positivity)
  unfold decayRatio
  constructor
  · linear_combination hs
  · linear_combination hs

/-- For `κ, h > 0` the decay ratio lies strictly between 0 and 1. -/
theorem decayRatio_mem {κ h : ℝ} (hκ : 0 < κ) (hh : 0 < h) :
    0 < decayRatio κ h ∧ decayRatio κ h < 1 := by
  have hy : 0 < κ * h := mul_pos hκ hh
  have h1 : κ * h < √(1 + (κ * h) ^ 2) := by
    rw [Real.lt_sqrt hy.le]
    linarith
  have h2 : √(1 + (κ * h) ^ 2) < 1 + κ * h := by
    rw [Real.sqrt_lt' (by linarith)]
    nlinarith
  unfold decayRatio
  constructor <;> linarith
```

The next lemma is the identity $(x)_{k+1}=x\,(x+1)_k$, proved by induction on $k$.

```lean
/-- A rising factorial can be built from its lowest factor: `(x)_{k+1} = x (x + 1)_k`. -/
theorem rising_succ_left (k : ℕ) (x : ℝ) :
    (ascPochhammer ℝ (k + 1)).eval x = x * (ascPochhammer ℝ k).eval (x + 1) := by
  induction k with
  | zero => simp
  | succ k ih =>
    rw [ascPochhammer_succ_eval, ih, ascPochhammer_succ_eval k (x + 1)]
    push_cast
    ring
```

The equation $Lp=0$ holds for every real $x$, not only at grid points. The proof follows the partial sums $F_m=\sum_{k\le m}c_k(x)_k$ and shows by induction that

$$LF_m=(n-m)(1-q^2)\,c_m\,(x)_m ,$$

which vanishes at $m=n$. In the code this is `tele`; `hc` is the coefficient recursion, and `h1`, `h2`, `h3` are the factorial identities behind the action of $L$ on one basis element.

```lean
/-- The radial polynomial solves the difference equation that remains of the radial equation
once the factor `q^j` is split off. -/
theorem radialPolynomial_difference (n : ℕ) (q x : ℝ) :
    x * (q ^ 2 * ((radialPolynomial n q).eval (x + 1) - (radialPolynomial n q).eval x)
      - ((radialPolynomial n q).eval x - (radialPolynomial n q).eval (x - 1)))
      + n * (1 - q ^ 2) * (radialPolynomial n q).eval x = 0 := by
  let F : ℕ → ℝ → ℝ := fun m t =>
    ∑ k ∈ Finset.range (m + 1), seriesCoeff n q k * (ascPochhammer ℝ k).eval t
  have hF : ∀ t, (radialPolynomial n q).eval t = F n t := fun t => by
    simp [radialPolynomial, F, Polynomial.eval_finsetSum]
  -- the partial sums telescope, leaving a single term with the factor `n - m`
  have tele : ∀ m : ℕ, x * (q ^ 2 * (F m (x + 1) - F m x) - (F m x - F m (x - 1)))
      + n * (1 - q ^ 2) * F m x
      = (n - m) * (1 - q ^ 2) * seriesCoeff n q m * (ascPochhammer ℝ m).eval x := by
    intro m
    induction m with
    | zero => simp [F, seriesCoeff]
    | succ m ih =>
      have hS : ∀ t, F (m + 1) t
          = F m t + seriesCoeff n q (m + 1) * (ascPochhammer ℝ (m + 1)).eval t :=
        fun t => Finset.sum_range_succ _ _
      have hc : ((n : ℝ) - m) * (1 - q ^ 2) * seriesCoeff n q m
          + (m + 1) * m * seriesCoeff n q (m + 1) = 0 := by
        cases m with
        | zero => simp [seriesCoeff]
        | succ k =>
          have h1 : (k : ℝ) + 1 ≠ 0 := by positivity
          have h2 : (k : ℝ) + 2 ≠ 0 := by positivity
          rw [seriesCoeff]
          push_cast
          field_simp
          ring
      -- action of the difference operator on one rising factorial
      have h1 := ascPochhammer_succ_eval m x
      have h2 := rising_succ_left m (x - 1)
      rw [sub_add_cancel] at h2
      have h3 := (rising_succ_left (m + 1) x).symm.trans (ascPochhammer_succ_eval (m + 1) x)
      push_cast at h3
      rw [hS, hS, hS]
      push_cast
      linear_combination ih + (ascPochhammer ℝ m).eval x * hc
        + seriesCoeff n q (m + 1) * (q ^ 2 * h3 + x * h2 + (m + 1 - x) * h1)
  rw [hF, hF, hF, tele n]
  ring
```

For the degree, `hc` shows that $c_1,\dots,c_n$ are nonzero, and `hd` adds the terms one at a time, each raising `natDegree` by one. The sum starts from the zero polynomial, whose `natDegree` is 0 by convention.

```lean
/-- If `q² ≠ 1`, the radial polynomial has `natDegree` equal to `n`. For `n ≥ 1` this is its exact
degree; for `n = 0` the polynomial is zero, and `natDegree` is 0 by convention. -/
theorem radialPolynomial_natDegree (n : ℕ) {q : ℝ} (hq : q ^ 2 ≠ 1) :
    (radialPolynomial n q).natDegree = n := by
  have hc : ∀ k : ℕ, k + 1 ≤ n → seriesCoeff n q (k + 1) ≠ 0 := by
    intro k
    induction k with
    | zero => intro _; simp [seriesCoeff]
    | succ k ih =>
      intro hk
      have h1 : (k : ℝ) + 1 < n := by exact_mod_cast hk
      rw [seriesCoeff]
      exact mul_ne_zero (div_ne_zero (mul_ne_zero (neg_ne_zero.mpr (sub_pos.mpr h1).ne')
        (sub_ne_zero.mpr hq.symm)) (by positivity)) (ih (by omega))
  -- each further term raises `natDegree` by one
  have hd : ∀ m : ℕ, m ≤ n → (∑ k ∈ Finset.range (m + 1),
      C (seriesCoeff n q k) * ascPochhammer ℝ k).natDegree = m := by
    intro m
    induction m with
    | zero => intro _; simp [seriesCoeff]
    | succ m ih =>
      intro hm
      have ht : (C (seriesCoeff n q (m + 1)) * ascPochhammer ℝ (m + 1)).natDegree = m + 1 := by
        rw [natDegree_C_mul (hc m hm), ascPochhammer_natDegree]
      rw [Finset.sum_range_succ, natDegree_add_eq_right_of_natDegree_lt, ht]
      rw [ht, ih (by omega)]
      omega
  exact hd n le_rfl
```

Summability is checked on monomials and extended to all polynomials by addition.

```lean
/-- A polynomial times a decaying geometric sequence is summable over the grid. -/
theorem summable_polynomial_geometric (P : ℝ[X]) {r : ℝ} (hr : ‖r‖ < 1) :
    Summable fun j : ℕ => P.eval (j : ℝ) * r ^ j := by
  induction P using Polynomial.induction_on' with
  | add p q hp hq =>
    simp only [eval_add, add_mul]
    exact hp.add hq
  | monomial k a =>
    simp only [eval_monomial, mul_assoc]
    exact (summable_pow_mul_geometric_of_norm_lt_one k hr).mul_left a
```

## The bound orbitals

The main theorem has four parts: $p$ has degree $n$, $p$ vanishes at the origin, $\sum_j u_j^2$ converges, and the radial equation holds at every $j\ge1$. Because $p$ is a nonzero polynomial and $q>0$, the orbital is not the zero sequence. The theorem does not say that these energies exhaust the bound spectrum, or that $n$ numbers them in order.

The sign of $Z$ matters for normalisability. Take $Z=-3/4$, $h=1$, $n=1$. Then $y=-3/4$, $s=5/4$ and $q=2$, and $u_j=j\,2^j$ still solves the equation, with $E=-1/4$, but it grows without bound. For a repulsive charge the formula thus still solves the equation but no longer gives a bound state. The grid does have other square-summable solutions in that case: for the same $Z$ and $h$, $u_j=j(-1/2)^j$ solves the equation with $E=9/4$. It alternates in sign from point to point and lies above the kinetic band $0\le E\le 2/h^2$, so it is an artefact of the grid.

In the proof, square-summability is the previous lemma applied to $p^2$ and $q^2$. For the radial equation, $j$ is written as $i+1$ and `D` is the difference equation at that point. The relations for $q$ turn it into `key`, the grid equation with $q^i$ removed, and the final calculation restores the prefactor.

```lean
/-- **Discrete hydrogen orbitals.** For `Z, h > 0` and `n ≥ 1`, the orbital `u_j = p(j) q^j`,
with `p` of exact degree `n` and `p(0) = 0`, is square-summable and solves the radial grid
equation with energy `E` at every `j ≥ 1`. -/
theorem orbital_eigenstate {Z h : ℝ} {n : ℕ} (hZ : 0 < Z) (hh : 0 < h) (hn : 1 ≤ n) :
    (radialPolynomial n (decayRatio (Z / n) h)).natDegree = n ∧
    (radialPolynomial n (decayRatio (Z / n) h)).eval 0 = 0 ∧
    (Summable fun j => orbital Z h n j ^ 2) ∧
    ∀ j : ℕ, 1 ≤ j →
      radialHamiltonian Z h (orbital Z h n) j = energy (Z / n) h * orbital Z h n j := by
  have hn0 : (0 : ℝ) < n := by exact_mod_cast hn
  obtain ⟨hq0, hq1⟩ := decayRatio_mem (div_pos hZ hn0) hh
  obtain ⟨r1, r2⟩ := decayRatio_relations (Z / n) h
  have hqq : decayRatio (Z / n) h ^ 2 < 1 := by nlinarith
  refine ⟨radialPolynomial_natDegree n hqq.ne, ?_, ?_, ?_⟩
  · rw [radialPolynomial, Polynomial.eval_finsetSum]
    refine Finset.sum_eq_zero fun k _ => ?_
    cases k with
    | zero => simp [seriesCoeff]
    | succ k => rw [eval_mul, rising_succ_left, zero_mul, mul_zero]
  · have e : (fun j => orbital Z h n j ^ 2) = fun j : ℕ =>
        (radialPolynomial n (decayRatio (Z / n) h) ^ 2).eval (j : ℝ)
          * (decayRatio (Z / n) h ^ 2) ^ j := by
      funext j
      rw [orbital, eval_pow]
      ring
    rw [e]
    refine summable_polynomial_geometric _ ?_
    rwa [Real.norm_of_nonneg (sq_nonneg _)]
  · intro j hj
    obtain ⟨i, rfl⟩ : ∃ i, j = i + 1 := ⟨j - 1, by omega⟩
    have D := radialPolynomial_difference n (decayRatio (Z / n) h) ((i : ℝ) + 1)
    rw [add_sub_cancel_right] at D
    have hy : (n : ℝ) * (Z / n * h) = Z * h := by field_simp
    have hi : (i : ℝ) + 1 ≠ 0 := by positivity
    unfold radialHamiltonian orbital energy
    rw [Nat.add_sub_cancel]
    push_cast
    generalize (radialPolynomial n (decayRatio (Z / n) h)).eval ((i : ℝ) + 1 + 1) = a at D ⊢
    generalize (radialPolynomial n (decayRatio (Z / n) h)).eval ((i : ℝ) + 1) = b at D ⊢
    generalize (radialPolynomial n (decayRatio (Z / n) h)).eval (i : ℝ) = c at D ⊢
    generalize decayRatio (Z / n) h = q at *
    generalize √(1 + (Z / n * h) ^ 2) = s at *
    -- the radial equation with the common factor `q^i` removed
    have key : ((i : ℝ) + 1) * (a * q ^ 2 + c) + 2 * (Z * h) * q * b
        - 2 * (i + 1) * s * q * b = 0 := by
      linear_combination D - 2 * q * b * hy + n * b * r2 - (i + 1) * b * r1
    rw [← sub_eq_zero]
    calc _ = -(q ^ i / (2 * h ^ 2 * (i + 1))) * (((i : ℝ) + 1) * (a * q ^ 2 + c)
          + 2 * (Z * h) * q * b - 2 * (i + 1) * s * q * b) := by
          field_simp
          ring
      _ = 0 := by rw [key, mul_zero]
```

## Approach to the Bohr energies

The rationalised form of the energy comes first.

```lean
/-- For `h ≠ 0` the grid energy equals `-κ² / (1 + √(1 + κ² h²))`. -/
theorem energy_eq (κ : ℝ) {h : ℝ} (hh : h ≠ 0) :
    energy κ h = -κ ^ 2 / (1 + √(1 + (κ * h) ^ 2)) := by
  have hs : √(1 + (κ * h) ^ 2) ^ 2 = 1 + (κ * h) ^ 2 := Real.sq_sqrt (by positivity)
  rw [energy, div_eq_div_iff (pow_ne_zero 2 hh) (by positivity)]
  linear_combination -hs
```

The last theorem fixes $Z$ and $n$. Its first part holds at every positive spacing; in the second, `𝓝[>] 0` means that $h$ approaches zero from above. The strict bound uses $\sqrt{1+\kappa^2h^2}>1$. The limit uses the continuity of the rationalised expression at $h=0$, where its value is $-\kappa^2/2$. For this one-electron s-wave model, the three-point grid therefore places these levels too high at every spacing. Expanding the square root gives the leading shift $\kappa^4h^2/8$, the second-order error expected of the stencil.

```lean
/-- For `Z > 0` and `n ≥ 1` the grid energy lies strictly above the Bohr value `-Z²/(2n²)` at
every spacing `h > 0`, and tends to it as `h` tends to 0 from above. -/
theorem energy_bohr_limit {Z : ℝ} {n : ℕ} (hZ : 0 < Z) (hn : 1 ≤ n) :
    (∀ h : ℝ, 0 < h → -Z ^ 2 / (2 * (n : ℝ) ^ 2) < energy (Z / n) h) ∧
      Tendsto (fun h => energy (Z / n) h) (𝓝[>] 0) (𝓝 (-Z ^ 2 / (2 * (n : ℝ) ^ 2))) := by
  have hn0 : (0 : ℝ) < n := by exact_mod_cast hn
  have hκ : 0 < Z / n := div_pos hZ hn0
  have hB : -Z ^ 2 / (2 * (n : ℝ) ^ 2) = -(Z / n) ^ 2 / 2 := by
    field_simp
  rw [hB]
  generalize Z / (n : ℝ) = κ at *
  constructor
  · intro h hh
    have hy : 0 < (κ * h) ^ 2 := by positivity
    have hs : 1 < √(1 + (κ * h) ^ 2) := by
      rw [Real.lt_sqrt (by norm_num)]
      linarith
    rw [energy_eq κ hh.ne', div_lt_div_iff₀ (by norm_num) (by positivity)]
    nlinarith [mul_pos (pow_pos hκ 2) (sub_pos.mpr hs)]
  · -- the rationalised energy is continuous at zero spacing
    have hc : Continuous fun h : ℝ => -κ ^ 2 / (1 + √(1 + (κ * h) ^ 2)) :=
      Continuous.div continuous_const (by fun_prop) (fun h => by positivity)
    have h0 : -κ ^ 2 / (1 + √(1 + (κ * 0) ^ 2)) = -κ ^ 2 / 2 := by
      have h1 : √(1 + (κ * 0) ^ 2) = 1 := by simp
      rw [h1]
      norm_num
    have ht := (hc.tendsto 0).mono_left (nhdsWithin_le_nhds (s := Set.Ioi 0))
    rw [h0] at ht
    refine ht.congr' ?_
    filter_upwards [self_mem_nhdsWithin] with h hh
    exact (energy_eq κ (ne_of_gt hh)).symm

end

end DiscreteHydrogen
```

```lean
#print axioms DiscreteHydrogen.orbital_eigenstate
-- 'DiscreteHydrogen.orbital_eigenstate' depends on axioms: [propext, Classical.choice, Quot.sound]
#print axioms DiscreteHydrogen.energy_bohr_limit
-- 'DiscreteHydrogen.energy_bohr_limit' depends on axioms: [propext, Classical.choice, Quot.sound]
```
